# Vacuum-independent sheet polarisabilities from the cell-averaged permittivities of a layered slab

After a supercell calculation on a two-dimensional material, one reads off the macroscopic relative permittivities `eps_xx` (in-plane) and `eps_zz` (out-of-plane) and converts them with the cell length `L` along the normal:

```
alpha_par  = L * (eps_xx - 1)
alpha_perp = L * (1 - 1/eps_zz)
```

The permittivities in general change when vacuum is added to the cell. For a stack of finitely many layers, each with a uniform, positive, scalar permittivity, the two converted lengths do not, as long as the layers keep their thicknesses and permittivities. The conversion assumes ordinary periodic electrostatics, without a truncated Coulomb interaction, and an `eps_zz` that includes local-field effects.

## The cell and its two averages

In Lean 4 with Mathlib:

```lean
import Mathlib

open Finset

namespace LayeredCellPolarisability

noncomputable section

variable {ι : Type*} [Fintype ι]
```

The type `ι` labels the layers, and `Fintype ι` says that there are finitely many. There may be none, in which case the cell is all vacuum.

```lean
/-- Mean over a cell of length `L` of a quantity equal to `f i` in layer `i`
(thickness `t i`) and to `v` in the remaining vacuum. -/
def cellMean (t : ι → ℝ) (L : ℝ) (f : ι → ℝ) (v : ℝ) : ℝ :=
  (∑ i, t i * f i + (L - ∑ i, t i) * v) / L
```

Here `t i` is the thickness \(t_i\), and \(f\) is any quantity with value \(f_i\) in layer \(i\) and \(v\) in the vacuum. The definition reads

\[
\langle f\rangle=\frac1L\Big[\sum_i t_i f_i+\Big(L-\sum_i t_i\Big)v\Big].
\]

The order of the layers plays no role. Another model would use a profile \(\varepsilon(z)\) and integrals over the cell. That would admit smooth interfaces, but would need integrability hypotheses, and statements about each layer would become statements about almost every \(z\).

```lean
/-- Parallel average: the cell mean of the permittivity, with vacuum value one. -/
def parallelPerm (t ε : ι → ℝ) (L : ℝ) : ℝ := cellMean t L ε 1
```

This is \(P=\langle\varepsilon\rangle\), the model's `eps_xx`, with vacuum value 1 because the permittivities are relative. The tangential electric field is the same in every layer, so the mean displacement is proportional to the mean permittivity.

```lean
/-- Series average: the reciprocal of the cell mean of the inverse permittivity. -/
def seriesPerm (t ε : ι → ℝ) (L : ℝ) : ℝ :=
  1 / cellMean t L (fun i => 1 / ε i) 1
```

This is \(S=1/\langle 1/\varepsilon\rangle\), the model's `eps_zz`. Along the normal it is the displacement that is uniform, so the inverse permittivities are averaged. The expression `fun i => 1 / ε i` is the function \(i\mapsto 1/\varepsilon_i\).

```lean
/-- In-plane sheet polarisability of the layers, a length. -/
def sheetParallel (t ε : ι → ℝ) : ℝ := ∑ i, t i * (ε i - 1)
```

The in-plane sheet polarisability is \(\alpha_\parallel=\sum_i t_i(\varepsilon_i-1)\).

```lean
/-- Out-of-plane sheet polarisability of the layers, a length. -/
def sheetPerp (t ε : ι → ℝ) : ℝ := ∑ i, t i * (1 - 1 / ε i)
```

The out-of-plane one is \(\alpha_\perp=\sum_i t_i(1-1/\varepsilon_i)\), the response to the field in the vacuum outside the layers. Neither definition takes `L` as an argument. Both are lengths; the Gaussian polarisability per area is smaller by a factor \(4\pi\).

## Two facts about the mean

```lean
/-- The cell length times the cell mean is the sum of the layer and vacuum contributions. -/
theorem mul_cellMean (t f : ι → ℝ) (v : ℝ) {L : ℝ} (hL : L ≠ 0) :
    L * cellMean t L f v = ∑ i, t i * f i + (L - ∑ i, t i) * v := by
  unfold cellMean
  field_simp
```

Multiplying the definition by \(L\neq0\) removes the denominator:

\[
L\langle f\rangle=\sum_i t_i f_i+\Big(L-\sum_i t_i\Big)v .
\]

```lean
/-- A quantity that is positive in every layer and in the vacuum has a positive cell mean. -/
theorem cellMean_pos {t f : ι → ℝ} {L v : ℝ} (ht : ∀ i, 0 < t i) (hL : 0 < L)
    (hfit : ∑ i, t i ≤ L) (hf : ∀ i, 0 < f i) (hv : 0 < v) :
    0 < cellMean t L f v := by
  unfold cellMean
  apply div_pos _ hL
  rcases isEmpty_or_nonempty ι with h | h
  · simpa using mul_pos hL hv
  · exact add_pos_of_pos_of_nonneg
      (Finset.sum_pos (fun i _ => mul_pos (ht i) (hf i)) Finset.univ_nonempty)
      (mul_nonneg (sub_nonneg.2 hfit) hv.le)
```

The hypotheses are \(t_i>0\) (`ht`), \(L>0\) (`hL`), layers that fit into the cell (`hfit`), and positive values \(f_i\) and \(v\). Without layers the numerator is \(Lv>0\). With layers, their sum is positive and the vacuum term is at least zero. The proof splits into these two cases.

```lean
/-- The series average of positive permittivities is positive. -/
theorem seriesPerm_pos {t ε : ι → ℝ} {L : ℝ} (ht : ∀ i, 0 < t i) (hε : ∀ i, 0 < ε i)
    (hL : 0 < L) (hfit : ∑ i, t i ≤ L) : 0 < seriesPerm t ε L :=
  one_div_pos.2 (cellMean_pos ht hL hfit (fun i => one_div_pos.2 (hε i)) one_pos)
```

Applied to \(1/\varepsilon_i>0\), the previous result gives \(\langle1/\varepsilon\rangle>0\), and hence \(S>0\).

## The gap between the averages

```lean
/-- The gap between the parallel average `P` and the series average is governed by the
cell mean of the squared deviation of the permittivity from `P`, divided by the permittivity. -/
theorem parallel_series_gap {t ε : ι → ℝ} {L : ℝ} (ht : ∀ i, 0 < t i) (hε : ∀ i, 0 < ε i)
    (hL : 0 < L) (hfit : ∑ i, t i ≤ L) :
    parallelPerm t ε L * (parallelPerm t ε L - seriesPerm t ε L) =
      seriesPerm t ε L * cellMean t L (fun i => (ε i - parallelPerm t ε L) ^ 2 / ε i)
        ((1 - parallelPerm t ε L) ^ 2) := by
  have h2 : L * parallelPerm t ε L = ∑ i, t i * ε i + (L - ∑ i, t i) * 1 :=
    mul_cellMean t ε 1 hL.ne'
  have h3 : L * (1 / seriesPerm t ε L) =
      ∑ i, t i * (1 / ε i) + (L - ∑ i, t i) * 1 := by
    rw [seriesPerm, one_div_one_div]
    exact mul_cellMean t _ 1 hL.ne'
  have h4 : seriesPerm t ε L * (1 / seriesPerm t ε L) = 1 :=
    mul_one_div_cancel (seriesPerm_pos ht hε hL hfit).ne'
  generalize parallelPerm t ε L = P at *
  generalize seriesPerm t ε L = S at *
  have h1 := mul_cellMean t (fun i => (ε i - P) ^ 2 / ε i) ((1 - P) ^ 2) hL.ne'
  -- expand the square layer by layer
  have hs : ∑ i, t i * ((ε i - P) ^ 2 / ε i) =
      ∑ i, t i * ε i - 2 * P * ∑ i, t i + P ^ 2 * ∑ i, t i * (1 / ε i) := by
    rw [Finset.mul_sum, Finset.mul_sum, ← Finset.sum_sub_distrib, ← Finset.sum_add_distrib]
    refine Finset.sum_congr rfl fun i _ => ?_
    have hi := (hε i).ne'
    field_simp
    all_goals ring
  apply mul_left_cancel₀ hL.ne'
  linear_combination (-S) * h1 - S * hs + S * h2 + S * P ^ 2 * h3 - L * P ^ 2 * h4
```

The theorem states

\[
P(P-S)=S\,\Big\langle\frac{(\varepsilon-P)^2}{\varepsilon}\Big\rangle ,
\]

where the vacuum contributes the value \((1-P)^2\). By hand, expand the square and average:

\[
\Big\langle\frac{(\varepsilon-P)^2}{\varepsilon}\Big\rangle
=\langle\varepsilon\rangle-2P+P^2\Big\langle\frac1\varepsilon\Big\rangle
=-P+\frac{P^2}{S}=\frac{P(P-S)}{S}.
\]

In the proof, `h2` and `h3` are the formulas for \(LP\) and \(L/S\), `h4` says that \(S\cdot(1/S)=1\), `h1` is the formula for \(L\) times the mean on the right-hand side, and `hs` expands the square in the layers. After both sides of the goal are multiplied by \(L\), the final `linear_combination` adds these five equations with the stated coefficients and checks the remaining algebra.

## Polarisabilities and the order of the averages

```lean
/-- For layers in a cell filled up with vacuum, the parallel and series averages yield the
two sheet polarisabilities, which do not involve the cell length, and the positive series
average never exceeds the parallel one. -/
theorem sheet_polarisabilities {t ε : ι → ℝ} {L : ℝ} (ht : ∀ i, 0 < t i)
    (hε : ∀ i, 0 < ε i) (hL : 0 < L) (hfit : ∑ i, t i ≤ L) :
    L * (parallelPerm t ε L - 1) = sheetParallel t ε ∧
    L * (1 - 1 / seriesPerm t ε L) = sheetPerp t ε ∧
    0 < seriesPerm t ε L ∧ seriesPerm t ε L ≤ parallelPerm t ε L := by
  have hS := seriesPerm_pos ht hε hL hfit
  have hP : 0 < parallelPerm t ε L := cellMean_pos ht hL hfit hε one_pos
  refine ⟨?_, ?_, hS, ?_⟩
  · have h : L * parallelPerm t ε L = ∑ i, t i * ε i + (L - ∑ i, t i) * 1 :=
      mul_cellMean t ε 1 hL.ne'
    have hs : sheetParallel t ε = ∑ i, t i * ε i - ∑ i, t i := by
      simp only [sheetParallel, mul_sub, mul_one, Finset.sum_sub_distrib]
    linear_combination h - hs
  · have h := mul_cellMean t (fun i => 1 / ε i) 1 hL.ne'
    have hs : sheetPerp t ε = ∑ i, t i - ∑ i, t i * (1 / ε i) := by
      simp only [sheetPerp, mul_sub, mul_one, Finset.sum_sub_distrib]
    rw [seriesPerm, one_div_one_div]
    linear_combination -h - hs
  · -- the mean squared deviation in the gap identity is nonnegative
    have hQ : 0 ≤ cellMean t L (fun i => (ε i - parallelPerm t ε L) ^ 2 / ε i)
        ((1 - parallelPerm t ε L) ^ 2) :=
      div_nonneg (add_nonneg
        (Finset.sum_nonneg fun i _ => mul_nonneg (ht i).le (div_nonneg (sq_nonneg _) (hε i).le))
        (mul_nonneg (sub_nonneg.2 hfit) (sq_nonneg _))) hL.le
    have hg := parallel_series_gap ht hε hL hfit
    have hn := mul_nonneg hS.le hQ
    rw [← hg] at hn
    exact sub_nonneg.1 (nonneg_of_mul_nonneg_right hn hP)
```

The symbol `∧` means "and", so the theorem has four conclusions: \(L(P-1)=\alpha_\parallel\), \(L(1-1/S)=\alpha_\perp\), \(S>0\) and \(S\le P\). The identities follow by subtracting the vacuum value:

\[
L(P-1)=\sum_i t_i\varepsilon_i+L-\sum_i t_i-L=\sum_i t_i(\varepsilon_i-1),
\]
\[
L\Big(1-\frac1S\Big)=L-\sum_i\frac{t_i}{\varepsilon_i}-L+\sum_i t_i=\sum_i t_i\Big(1-\frac1{\varepsilon_i}\Big).
\]

They hold for every \(L\) that accommodates the layers, with \(t_i\) and \(\varepsilon_i\) held fixed. For the inequality, `hQ` says that the mean in the gap identity is nonnegative. Thus \(P(P-S)\ge0\), and \(P>0\) gives \(S\le P\). This ordering relies on each layer having the same permittivity in both directions; in anisotropic layers it can fail.

```lean
/-- The two averages coincide exactly when all layers share one permittivity, which must be
one if the cell contains any vacuum. -/
theorem series_eq_parallel_iff {t ε : ι → ℝ} {L : ℝ} (ht : ∀ i, 0 < t i)
    (hε : ∀ i, 0 < ε i) (hL : 0 < L) (hfit : ∑ i, t i ≤ L) :
    seriesPerm t ε L = parallelPerm t ε L ↔
      ∃ c, (∀ i, ε i = c) ∧ (∑ i, t i < L → c = 1) := by
  constructor
  · intro h
    have hg := parallel_series_gap ht hε hL hfit
    have hS := seriesPerm_pos ht hε hL hfit
    rw [← h, sub_self, mul_zero] at hg
    have hQ := (mul_eq_zero.1 hg.symm).resolve_left hS.ne'
    have h1 := mul_cellMean t (fun i => (ε i - seriesPerm t ε L) ^ 2 / ε i)
      ((1 - seriesPerm t ε L) ^ 2) hL.ne'
    rw [hQ, mul_zero] at h1
    -- a vanishing sum of nonnegative terms forces each term to vanish
    have hn : ∀ i ∈ (Finset.univ : Finset ι),
        0 ≤ t i * ((ε i - seriesPerm t ε L) ^ 2 / ε i) :=
      fun i _ => mul_nonneg (ht i).le (div_nonneg (sq_nonneg _) (hε i).le)
    have ha := Finset.sum_nonneg hn
    have hb := mul_nonneg (sub_nonneg.2 hfit) (sq_nonneg (1 - seriesPerm t ε L))
    refine ⟨seriesPerm t ε L, fun i => ?_, fun hlt => ?_⟩
    · have h0 := (Finset.sum_eq_zero_iff_of_nonneg hn).1 (by linarith) i (Finset.mem_univ i)
      have h5 := (mul_eq_zero.1 h0).resolve_left (ht i).ne'
      have h6 := (div_eq_zero_iff.1 h5).resolve_right (hε i).ne'
      exact sub_eq_zero.1 (pow_eq_zero_iff two_ne_zero |>.1 h6)
    · have h0 : (L - ∑ i, t i) * (1 - seriesPerm t ε L) ^ 2 = 0 := by linarith
      have h5 := (mul_eq_zero.1 h0).resolve_left (sub_pos.2 hlt).ne'
      exact (sub_eq_zero.1 (pow_eq_zero_iff two_ne_zero |>.1 h5)).symm
  · rintro ⟨c, hc, hv⟩
    obtain rfl : ε = fun _ => c := funext hc
    -- a quantity uniform over the whole cell equals its mean
    have key : ∀ a : ℝ, (∑ i, t i < L → a = 1) → cellMean t L (fun _ => a) 1 = a := by
      intro a ha
      have h := mul_cellMean t (fun _ => a) 1 hL.ne'
      rw [← Finset.sum_mul] at h
      apply mul_left_cancel₀ hL.ne'
      rcases hfit.lt_or_eq with hlt | heq
      · rw [h, ha hlt]
        ring
      · rw [h, heq]
        ring
    have hinv := key (1 / c) (fun hlt => by rw [hv hlt, one_div_one])
    unfold seriesPerm parallelPerm
    rw [hinv, key c hv, one_div_one_div]
```

The averages agree exactly when some \(c\) satisfies \(\varepsilon_i=c\) for all \(i\), with \(c=1\) if \(\sum_i t_i<L\). If \(S=P\), the gap identity makes a sum of nonnegative terms vanish, so each term vanishes: \(\varepsilon_i=S\) in every layer, and \(S=1\) if vacuum is present. Conversely, a quantity that is uniform over the whole cell equals its mean. The step `key` proves this and is used for both \(c\) and \(1/c\), giving \(P=c\) and \(S=1/(1/c)=c\).

## Why the in-plane formula fails along the normal

```lean
/-- The out-of-plane sheet polarisability is smaller than the cell length, and together
with that length it fixes the series average. -/
theorem seriesPerm_eq {t ε : ι → ℝ} {L : ℝ} (ht : ∀ i, 0 < t i) (hε : ∀ i, 0 < ε i)
    (hL : 0 < L) (hfit : ∑ i, t i ≤ L) :
    sheetPerp t ε < L ∧ seriesPerm t ε L = L / (L - sheetPerp t ε) := by
  obtain ⟨-, h, hS, -⟩ := sheet_polarisabilities ht hε hL hfit
  have hpos := mul_pos hL (one_div_pos.2 hS)
  have hlt : sheetPerp t ε < L := by linarith
  refine ⟨hlt, ?_⟩
  rw [eq_div_iff (sub_pos.2 hlt).ne']
  have h4 := mul_one_div_cancel hS.ne'
  linear_combination L * h4 + seriesPerm t ε L * h
```

The series identity rearranges to \(L/S=L-\alpha_\perp\). The left side is positive, so \(\alpha_\perp<L\), and

\[
S=\frac{L}{L-\alpha_\perp}.
\]

```lean
/-- If the out-of-plane sheet polarisability is nonzero, the expression `L (S - 1)` built
from the series average `S` takes different values in cells of different length. -/
theorem naive_perp_depends_on_vacuum {t ε : ι → ℝ} {L L' : ℝ} (ht : ∀ i, 0 < t i)
    (hε : ∀ i, 0 < ε i) (hL : 0 < L) (hfit : ∑ i, t i ≤ L) (hL' : 0 < L')
    (hfit' : ∑ i, t i ≤ L') (hne : L ≠ L') (hα : sheetPerp t ε ≠ 0) :
    L * (seriesPerm t ε L - 1) ≠ L' * (seriesPerm t ε L' - 1) := by
  obtain ⟨h1, h2⟩ := seriesPerm_eq ht hε hL hfit
  obtain ⟨h1', h2'⟩ := seriesPerm_eq ht hε hL' hfit'
  have e : ∀ x a : ℝ, x - a ≠ 0 → x * (x / (x - a) - 1) = x * a / (x - a) := by
    intro x a hx
    field_simp
    all_goals ring
  intro h
  rw [h2, h2', e _ _ (sub_pos.2 h1).ne', e _ _ (sub_pos.2 h1').ne',
    div_eq_div_iff (sub_pos.2 h1).ne' (sub_pos.2 h1').ne'] at h
  exact mul_ne_zero (pow_ne_zero 2 hα) (sub_ne_zero.2 hne.symm) (by linear_combination h)

end

end LayeredCellPolarisability
```

Using the in-plane formula for the normal direction would give

\[
L(S-1)=\frac{L\alpha_\perp}{L-\alpha_\perp}.
\]

Suppose two cell lengths \(L\) and \(L'\) gave the same value. Cross-multiplying,

\[
L\alpha_\perp(L'-\alpha_\perp)=L'\alpha_\perp(L-\alpha_\perp)
\quad\Longrightarrow\quad \alpha_\perp^2(L'-L)=0,
\]

which is impossible for \(\alpha_\perp\neq0\) and \(L\neq L'\). The proof derives the same contradiction, with `e` supplying the formula for \(L(S-1)\).

For one layer with \(t=3\) Å and \(\varepsilon=4\), \(\alpha_\perp=2.25\) Å. The expression \(L(S-1)\) gives about 2.90 Å in a 10 Å cell and 2.54 Å in a 20 Å cell, whereas \(L(1-1/S)\) gives 2.25 Å in both.

```lean
#print axioms LayeredCellPolarisability.sheet_polarisabilities
#print axioms LayeredCellPolarisability.series_eq_parallel_iff
#print axioms LayeredCellPolarisability.naive_perp_depends_on_vacuum
```

```
'LayeredCellPolarisability.sheet_polarisabilities' depends on axioms: [propext, Classical.choice, Quot.sound]
'LayeredCellPolarisability.series_eq_parallel_iff' depends on axioms: [propext, Classical.choice, Quot.sound]
'LayeredCellPolarisability.naive_perp_depends_on_vacuum' depends on axioms: [propext, Classical.choice, Quot.sound]
```
